# A positive definite ultrasoft overlap with m projectors amounts to a Hermitian correction of rank at most 2m

Ultrasoft pseudopotentials lead to the generalized eigenproblem \(Hu = E\,Su\), and a square root of the positive definite overlap \(S\) can be used to rewrite it as an ordinary Hermitian one: here \(S^{-1/2}\) is the positive one, built from the eigenvectors of \(S\). The overlap is

\[
S = 1 + BQB^* ,
\]

where the \(m\) columns of \(B\) are the projector functions and the \(m\times m\) matrix \(Q\) holds the augmentation charges. These charges are often written \(q_{ij}\), and \(Q_{ij}(\mathbf r)\) then denotes the augmentation functions whose integrals they are.

For Hermitian \(H\) and positive definite \(S\), the matrix \(H' = S^{-1/2}HS^{-1/2}\) has exactly the generalized eigenvalues, and \(H'-H\) is Hermitian of rank at most \(2m\). In electronic structure terms, at fixed \(H\) and in a finite basis, the ultrasoft overlap can be traded for additional separable terms in an ordinary Hamiltonian.

## Basis, projectors and overlap

Operators are complex matrices. The finite type `n` labels an orthonormal basis, such as plane waves up to a cutoff, so the bare overlap is the identity. The finite type `m` labels the projectors, and their number, written \(m\) in the formulas, is `Fintype.card m`.

```lean
import Mathlib

open Matrix
open scoped ComplexOrder

namespace UltrasoftPseudopotential

noncomputable section

variable {n m : Type*} [Fintype n] [DecidableEq n] [Fintype m]
```

The overlap is defined for any \(B\) and \(Q\). In Lean, `ᴴ` is the conjugate transpose, written \({}^*\) in the formulas.

```lean
/-- The ultrasoft overlap `S = 1 + B Q B*`, with the projectors as columns of `B` and the
augmentation charges in `Q`. -/
def overlap (B : Matrix n m ℂ) (Q : Matrix m m ℂ) : Matrix n n ℂ :=
  1 + B * Q * Bᴴ
```

Positive definiteness of \(S\) enters as a hypothesis, `PosDef`, which includes Hermiticity. Physically, it says that every nonzero pseudo-wavefunction \(u\) carries a positive total charge \(u^*Su\). No separate condition on \(Q\) is needed.

Write \(S = U\Lambda U^*\), with \(U\) unitary and \(\Lambda\) the diagonal matrix of the positive eigenvalues. Then

\[
T := S^{-1/2} = U\Lambda^{-1/2}U^* .
\]

The letter \(T\) is not the kinetic energy here.

```lean
/-- The inverse square root `S^(-1/2)` of a positive definite overlap `S`, built from the
eigenvectors of `S` and the inverse square roots of its eigenvalues. -/
def invSqrt {S : Matrix n n ℂ} (hS : S.PosDef) : Matrix n n ℂ :=
  (hS.isHermitian.eigenvectorUnitary : Matrix n n ℂ) *
    diagonal (fun i => (((√(hS.isHermitian.eigenvalues i))⁻¹ : ℝ) : ℂ)) *
    (hS.isHermitian.eigenvectorUnitary : Matrix n n ℂ)ᴴ
```

The transformed Hamiltonian is \(H' = THT\).

```lean
/-- The transformed Hamiltonian `S^(-1/2) H S^(-1/2)` for a positive definite overlap `S`. -/
def orthoHamiltonian (H : Matrix n n ℂ) {S : Matrix n n ℂ} (hS : S.PosDef) : Matrix n n ℂ :=
  invSqrt hS * H * invSqrt hS
```

## The inverse square root removes the overlap

The diagonal entries of \(\Lambda^{-1/2}\) are nonnegative, so \(T\) is positive semidefinite. Since \(U^*U = 1\),

\[
TTS = U\Lambda^{-1/2}\Lambda^{-1/2}\Lambda U^* = UU^* = 1 .
\]

In the proof, `key` is this cancellation for general matrices (its `E` takes the place of \(\Lambda^{-1/2}\) and is not an energy), and `r` is the scalar identity \(s^{-1/2}s^{-1/2}s = 1\) for an eigenvalue \(s>0\).

```lean
/-- For positive definite `S`, the matrix `S^(-1/2)` is positive semidefinite and its square
is a left inverse of `S`. -/
theorem invSqrt_spec {S : Matrix n n ℂ} (hS : S.PosDef) :
    (invSqrt hS).PosSemidef ∧ invSqrt hS * invSqrt hS * S = 1 := by
  constructor
  · have hd : (diagonal (fun i =>
        (((√(hS.isHermitian.eigenvalues i))⁻¹ : ℝ) : ℂ))).PosSemidef :=
      PosSemidef.diagonal (fun i => Complex.zero_le_real.mpr (by positivity))
    exact hd.mul_mul_conjTranspose_same _
  · -- in the eigenbasis of `S` the claim is a product of diagonal matrices
    have key : ∀ U E D : Matrix n n ℂ, Uᴴ * U = 1 → U * Uᴴ = 1 → E * E * D = 1 →
        (U * E * Uᴴ) * (U * E * Uᴴ) * (U * D * Uᴴ) = 1 := by
      intro U E D h1 h2 h3
      calc (U * E * Uᴴ) * (U * E * Uᴴ) * (U * D * Uᴴ)
          = U * E * (Uᴴ * U) * E * (Uᴴ * U) * D * Uᴴ := by simp only [Matrix.mul_assoc]
        _ = U * (E * E * D) * Uᴴ := by
          rw [h1]; simp only [Matrix.mul_one, Matrix.mul_assoc]
        _ = 1 := by rw [h3, Matrix.mul_one, h2]
    have hs := hS.isHermitian.spectral_theorem
    simp only [Unitary.conjStarAlgAut_apply] at hs
    refine (congrArg (fun X => invSqrt hS * invSqrt hS * X) hs).trans ?_
    refine key _ _ _ (mem_unitaryGroup_iff'.mp hS.isHermitian.eigenvectorUnitary.2)
      (mem_unitaryGroup_iff.mp hS.isHermitian.eigenvectorUnitary.2) ?_
    rw [diagonal_mul_diagonal, diagonal_mul_diagonal, ← diagonal_one]
    congr 1
    funext i
    have hp := hS.eigenvalues_pos i
    have r : (√(hS.isHermitian.eigenvalues i))⁻¹ * (√(hS.isHermitian.eigenvalues i))⁻¹ *
        hS.isHermitian.eigenvalues i = 1 := by
      rw [← mul_inv, Real.mul_self_sqrt hp.le, inv_mul_cancel₀ hp.ne']
    change (((√(hS.isHermitian.eigenvalues i))⁻¹ : ℝ) : ℂ) *
      (((√(hS.isHermitian.eigenvalues i))⁻¹ : ℝ) : ℂ) *
      ((hS.isHermitian.eigenvalues i : ℝ) : ℂ) = 1
    exact_mod_cast r
```

A left inverse of a square matrix is also a right inverse. Reading \(TTS=1\) as \(T(TS)=1\) therefore gives \((TS)T=1\), that is,

\[
TST = 1 .
\]

```lean
/-- For positive definite `S`, the transformation `S^(-1/2)` turns the overlap into the
identity. -/
theorem invSqrt_mul_overlap_mul {S : Matrix n n ℂ} (hS : S.PosDef) :
    invSqrt hS * S * invSqrt hS = 1 := by
  have h := (invSqrt_spec hS).2
  rw [Matrix.mul_assoc] at h
  exact mul_eq_one_comm.mp h
```

## Eigenvectors and multiplicities

Put \(u = Tv\). If \(HTv = E\,STv\), multiplication by \(T\) gives

\[
THTv = E\,TSTv = Ev .
\]

Conversely, multiply \(THTv = Ev\) by \(ST\). Since \(STT = 1\), the left side becomes \(HTv\) and the right side \(E\,STv\). These are the two directions of the Lean proof. Normalisation carries over as well: \(u^*Su = v^*TSTv = v^*v\), so a normalised \(v\) gives a \(u\) normalised in the \(S\) inner product.

```lean
/-- For positive definite `S`, a vector `v` is mapped by `S^(-1/2)` to a solution of
`H u = E S u` exactly when `S^(-1/2) H S^(-1/2) v = E v`. -/
theorem eigenvector_iff (H : Matrix n n ℂ) {S : Matrix n n ℂ} (hS : S.PosDef)
    (E : ℂ) (v : n → ℂ) :
    H *ᵥ (invSqrt hS *ᵥ v) = E • (S *ᵥ (invSqrt hS *ᵥ v)) ↔
      orthoHamiltonian H hS *ᵥ v = E • v := by
  have h1 := invSqrt_mul_overlap_mul hS
  have h2 : S * (invSqrt hS * invSqrt hS) = 1 := mul_eq_one_comm.mp (invSqrt_spec hS).2
  unfold orthoHamiltonian
  generalize invSqrt hS = T at h1 h2 ⊢
  constructor
  · intro h
    have h' := congrArg (fun x => T *ᵥ x) h
    simp only [mulVec_smul, mulVec_mulVec] at h'
    rw [← Matrix.mul_assoc, ← Matrix.mul_assoc, h1, one_mulVec] at h'
    exact h'
  · intro h
    -- undo the left factor `T` with `S T`
    have h' := congrArg (fun x => (S * T) *ᵥ x) h
    simp only [mulVec_smul, mulVec_mulVec] at h'
    have e : S * T * (T * H * T) = H * T := by
      calc S * T * (T * H * T) = S * (T * T) * (H * T) := by simp only [Matrix.mul_assoc]
        _ = H * T := by rw [h2, Matrix.one_mul]
    rw [e] at h'
    simpa only [mulVec_mulVec] using h'
```

For the secular determinants, \(TST=1\) gives

\[
H' - E = T(H-ES)T, \qquad (\det T)^2\det S = 1 ,
\]

and hence

\[
\det(H-ES) = \det S\;\det(H'-E) .
\]

The factor \(\det S\) is nonzero and independent of \(E\), so each eigenvalue is a root of the same multiplicity on both sides.

```lean
/-- For positive definite `S`, the secular determinants of the generalized and the transformed
problem differ only by the factor `det S`. -/
theorem secular_determinant (H : Matrix n n ℂ) {S : Matrix n n ℂ} (hS : S.PosDef) (E : ℂ) :
    (H - E • S).det = S.det * (orthoHamiltonian H hS - E • (1 : Matrix n n ℂ)).det := by
  have h1 := invSqrt_mul_overlap_mul hS
  have h : orthoHamiltonian H hS - E • (1 : Matrix n n ℂ) =
      invSqrt hS * (H - E • S) * invSqrt hS := by
    rw [Matrix.mul_sub, Matrix.sub_mul, Matrix.mul_smul, Matrix.smul_mul, h1]
    rfl
  have d := congrArg Matrix.det h1
  rw [det_mul, det_mul, det_one] at d
  rw [h, det_mul, det_mul]
  linear_combination (-(H - E • S).det) * d
```

## The correction acts through the projectors

Inserting \(S = 1+BQB^*\) into \(TTS=1\) gives \(T^2-1 = -T^2BQB^*\). The left side factors:

\[
(1+T)(T-1) = -T^2BQB^* .
\]

Because \(T\) is positive semidefinite, \(1+T\) is positive definite and has an inverse \(R\). Therefore

\[
T = 1 + CB^*, \qquad C = -R\,T^2BQ .
\]

The Lean proof obtains `R` from the positivity of \(1+T\), proves the factored identity as `e`, and then multiplies it by `R`.

```lean
/-- If the ultrasoft overlap is positive definite, its inverse square root differs from the
identity only by a term that acts through the projectors `B`. -/
theorem invSqrt_eq_one_add (B : Matrix n m ℂ) (Q : Matrix m m ℂ)
    (hS : (overlap B Q).PosDef) : ∃ C : Matrix n m ℂ, invSqrt hS = 1 + C * Bᴴ := by
  obtain ⟨hp, hT⟩ := invSqrt_spec hS
  generalize invSqrt hS = T at hp hT ⊢
  obtain ⟨R, hR⟩ := (PosDef.one.add_posSemidef hp).isUnit.exists_left_inv
  -- factor `T² - 1` and divide by the invertible `1 + T`
  have e : (1 + T) * (T - 1) = -(T * T * (B * Q * Bᴴ)) := by
    unfold overlap at hT
    generalize B * Q * Bᴴ = X at hT ⊢
    linear_combination (norm := noncomm_ring) hT
  refine ⟨-(R * T * T * B * Q), ?_⟩
  calc T = 1 + R * (1 + T) * (T - 1) := by rw [hR, Matrix.one_mul]; abel
    _ = 1 + R * ((1 + T) * (T - 1)) := by rw [Matrix.mul_assoc]
    _ = 1 + -(R * T * T * B * Q) * Bᴴ := by
      rw [e]; simp only [Matrix.mul_neg, Matrix.neg_mul, Matrix.mul_assoc]
```

Since \(T\) is Hermitian, also \(T = 1+BC^*\). Using one form on each side of \(H\),

\[
THT = (1+BC^*)H(1+CB^*) = H + HCB^* + BC^*H + BC^*HCB^* .
\]

The last term is Hermitian and can be shared equally between the two middle ones. With

\[
D = HC + \tfrac12 BC^*HC
\]

this becomes

\[
H' = H + DB^* + BD^* .
\]

Here \(D\) is a matrix with \(m\) columns, not the coefficient matrix \(D_{ij}\) of the nonlocal pseudopotential. In Lean, `hC'` is the second form of \(T\), and `hD` computes \(D^*\) using \(H^*=H\).

```lean
/-- For Hermitian `H` and a positive definite ultrasoft overlap, the transformed Hamiltonian is
`H` plus a separable potential `D B* + B D*`, where `D` has as many columns as `B`. -/
theorem separable_form {H : Matrix n n ℂ} (hH : H.IsHermitian) (B : Matrix n m ℂ)
    (Q : Matrix m m ℂ) (hS : (overlap B Q).PosDef) :
    ∃ D : Matrix n m ℂ, orthoHamiltonian H hS = H + (D * Bᴴ + B * Dᴴ) := by
  obtain ⟨C, hC⟩ := invSqrt_eq_one_add B Q hS
  have hp := (invSqrt_spec hS).1.isHermitian.eq
  unfold orthoHamiltonian
  generalize invSqrt hS = T at hC hp ⊢
  have hC' : T = 1 + B * Cᴴ := by
    have h := congrArg conjTranspose hC
    rw [hp] at h
    simpa using h
  have hT : T * H * T = (1 + B * Cᴴ) * H * (1 + C * Bᴴ) := by rw [← hC', ← hC]
  -- the quadratic term is shared equally between `D B*` and `B D*`
  have hD : (H * C + (1 / 2 : ℂ) • (B * (Cᴴ * (H * C))))ᴴ =
      Cᴴ * H + (1 / 2 : ℂ) • (Cᴴ * (H * (C * Bᴴ))) := by
    simp [conjTranspose_mul, hH.eq, Matrix.mul_assoc]
  refine ⟨H * C + (1 / 2 : ℂ) • (B * (Cᴴ * (H * C))), ?_⟩
  rw [hT, hD]
  simp only [Matrix.add_mul, Matrix.mul_add, Matrix.one_mul, Matrix.mul_one,
    Matrix.smul_mul, Matrix.mul_smul, Matrix.mul_assoc]
  module
```

## The equivalent Hamiltonian

The main theorem has three parts. First, for every complex number \(E\), a nonzero \(u\) with \(Hu=E\,Su\) exists if and only if a nonzero \(v\) with \(H'v=Ev\) exists. Second, \(H'-H\) is Hermitian. Third, its rank is at most `2 * Fintype.card m`.

For the first part, a given \(u\) is matched by \(v = TSu\). Then \(Tv = TTSu = u\), so \(v\) is nonzero and the eigenvector equivalence applies. In the other direction take \(u = Tv\); it is nonzero because \(TSu = TSTv = v\).

For the other two parts, \(DB^*+BD^*\) is its own conjugate transpose, and it factors as

\[
DB^* + BD^* = \begin{pmatrix} D & B\end{pmatrix}\begin{pmatrix} B^*\\ D^*\end{pmatrix} ,
\]

where the left factor has \(2m\) columns. Lean writes this product with `fromCols` and `fromRows`.

```lean
/-- For Hermitian `H` and a positive definite ultrasoft overlap `S` with `m` projectors,
`S^(-1/2) H S^(-1/2)` has exactly the generalized eigenvalues of `H u = E S u`, and it differs
from `H` by a Hermitian matrix of rank at most `2m`. -/
theorem equivalent_hamiltonian {H : Matrix n n ℂ} (hH : H.IsHermitian) (B : Matrix n m ℂ)
    (Q : Matrix m m ℂ) (hS : (overlap B Q).PosDef) :
    (∀ E : ℂ, (∃ u : n → ℂ, u ≠ 0 ∧ H *ᵥ u = E • (overlap B Q *ᵥ u)) ↔
      ∃ v : n → ℂ, v ≠ 0 ∧ orthoHamiltonian H hS *ᵥ v = E • v) ∧
    (orthoHamiltonian H hS - H).IsHermitian ∧
    (orthoHamiltonian H hS - H).rank ≤ 2 * Fintype.card m := by
  obtain ⟨D, hD⟩ := separable_form hH B Q hS
  have hdiff : orthoHamiltonian H hS - H = D * Bᴴ + B * Dᴴ := by rw [hD]; abel
  refine ⟨fun E => ⟨?_, ?_⟩, ?_, ?_⟩
  · rintro ⟨u, hu, h⟩
    -- the eigenvector is `v = S^(1/2) u`, written as `S^(-1/2) S u`
    have hv : invSqrt hS *ᵥ ((invSqrt hS * overlap B Q) *ᵥ u) = u := by
      rw [mulVec_mulVec, ← Matrix.mul_assoc, (invSqrt_spec hS).2, one_mulVec]
    refine ⟨(invSqrt hS * overlap B Q) *ᵥ u, fun h0 => hu ?_, ?_⟩
    · rw [← hv, h0, mulVec_zero]
    · rw [← eigenvector_iff, hv]
      exact h
  · rintro ⟨v, hv, h⟩
    refine ⟨invSqrt hS *ᵥ v, fun h0 => hv ?_, (eigenvector_iff H hS E v).mpr h⟩
    rw [← one_mulVec v, ← invSqrt_mul_overlap_mul hS, ← mulVec_mulVec, h0, mulVec_zero]
  · rw [hdiff, Matrix.IsHermitian, conjTranspose_add, conjTranspose_mul, conjTranspose_mul,
      conjTranspose_conjTranspose, conjTranspose_conjTranspose, add_comm]
  · -- the difference factors through the `2m` columns of `D` and `B`
    rw [hdiff, ← fromCols_mul_fromRows]
    refine (rank_mul_le_left _ _).trans ((rank_le_card_width _).trans ?_)
    rw [Fintype.card_sum, two_mul]
```

The matrix \(H\) is fixed throughout. In a self-consistent calculation it depends on the density, which itself contains augmentation charges, so the equivalence applies to each \(H\) separately and says nothing about the self-consistency cycle. The columns of \(D\) depend on \(H\) and in general change along with it.

## An indefinite overlap

Invertibility of a Hermitian \(S\) is not enough, as the following two-level example shows; it is worked out by hand and not checked in Lean. Take

\[
B=\begin{pmatrix}0\\1\end{pmatrix},\quad Q=-2,\quad
S=\begin{pmatrix}1&0\\0&-1\end{pmatrix},\quad
H=\begin{pmatrix}0&1\\1&0\end{pmatrix}.
\]

With components numbered from 0, \(Hu=E\,Su\) reads \(u_1 = Eu_0\) and \(u_0=-Eu_1\), so \(E^2=-1\) and \(E=\pm i\). A Hermitian matrix has real eigenvalues, so no Hermitian Hamiltonian reproduces this spectrum. This overlap is not physically admissible: the normalised second basis vector would carry the total charge \(u^*Su=-1\).

## One projector can give rank two

For \(m=1\) the bound is attained. Keep the same \(H\), place the projector on the first level, and set the augmentation charge to 3:

\[
S=\begin{pmatrix}4&0\\0&1\end{pmatrix},\quad
T=\begin{pmatrix}\tfrac12&0\\0&1\end{pmatrix},\quad
H'-H=\begin{pmatrix}0&-\tfrac12\\-\tfrac12&0\end{pmatrix}.
\]

The determinant of the difference is \(-\tfrac14\), so its rank is 2.

The Lean proof does not need the value \(T_{00}=\tfrac12\). From \(T=1+CB^*\) it reads off \(T_{01}=0\) and \(T_{11}=1\), and Hermiticity gives \(T_{10}=0\). If \(T_{00}\) were 1, then \(TTS=1\) would force \(S_{00}=1\), whereas \(S_{00}=4\). The determinant \(-(T_{00}-1)^2\) is therefore nonzero, and an invertible \(2\times2\) matrix has rank 2. The statement has the form `∃ hS` because `orthoHamiltonian` takes the proof of positive definiteness as an argument, and that proof is supplied here too.

```lean
/-- The bound `2m` is attained for `m = 1`: for a two-level Hamiltonian with pure off-diagonal
coupling and one projector on the first level with augmentation charge 3, the difference has rank 2.
-/
theorem rank_bound_sharp :
    ∃ hS : (overlap (!![1; 0] : Matrix (Fin 2) (Fin 1) ℂ) (diagonal fun _ => 3)).PosDef,
      (orthoHamiltonian !![0, 1; 1, 0] hS - !![0, 1; 1, 0]).rank = 2 := by
  have h3 : (0 : ℂ) ≤ 3 := by
    exact_mod_cast Complex.zero_le_real.mpr (by norm_num : (0 : ℝ) ≤ 3)
  have hQ : (diagonal fun _ : Fin 1 => (3 : ℂ)).PosSemidef := PosSemidef.diagonal fun _ => h3
  have hS : (overlap (!![1; 0] : Matrix (Fin 2) (Fin 1) ℂ) (diagonal fun _ => 3)).PosDef :=
    PosDef.one.add_posSemidef (hQ.mul_mul_conjTranspose_same _)
  refine ⟨hS, ?_⟩
  obtain ⟨C, hC⟩ := invSqrt_eq_one_add _ _ hS
  obtain ⟨hp, hT⟩ := invSqrt_spec hS
  unfold orthoHamiltonian
  generalize invSqrt hS = T at hC hp hT ⊢
  -- the second level is untouched, so `T = diag(t, 1)`
  have h01 : T 0 1 = 0 := by rw [hC]; simp [Matrix.mul_apply]
  have h11 : T 1 1 = 1 := by rw [hC]; simp [Matrix.mul_apply]
  have h10 : T 1 0 = 0 := by rw [← hp.isHermitian.apply 1 0, h01, star_zero]
  have ht : T 0 0 ≠ 1 := by
    intro h
    have h00 := congrFun (congrFun hT 0) 0
    norm_num [overlap, Matrix.mul_apply, Fin.sum_univ_succ, h, h01, h10, h11] at h00
    norm_num [Matrix.vecMul, dotProduct] at h00
  have hdet : (T * !![0, 1; 1, 0] * T - !![0, 1; 1, 0]).det = -(T 0 0 - 1) ^ 2 := by
    rw [det_fin_two]
    simp [Matrix.mul_apply, Fin.sum_univ_succ, h01, h10, h11]
    ring
  have hu : IsUnit (T * !![0, 1; 1, 0] * T - !![0, 1; 1, 0]) := by
    rw [isUnit_iff_isUnit_det, hdet, isUnit_iff_ne_zero]
    exact neg_ne_zero.mpr (pow_ne_zero 2 (sub_ne_zero.mpr ht))
  rw [rank_of_isUnit _ hu, Fintype.card_fin]

end

end UltrasoftPseudopotential
```

```lean
#print axioms UltrasoftPseudopotential.secular_determinant
#print axioms UltrasoftPseudopotential.equivalent_hamiltonian
#print axioms UltrasoftPseudopotential.rank_bound_sharp
```

```
'UltrasoftPseudopotential.secular_determinant' depends on axioms: [propext, Classical.choice, Quot.sound]
'UltrasoftPseudopotential.equivalent_hamiltonian' depends on axioms: [propext, Classical.choice, Quot.sound]
'UltrasoftPseudopotential.rank_bound_sharp' depends on axioms: [propext, Classical.choice, Quot.sound]
```
